# Cusp, uniqueness and parity of radial partial waves as formal power series

Take an s wave around a nucleus of charge Z, in atomic units. Let r be the distance from the nucleus, −Z/r + V the potential and e the energy, and write the radial function as u = r w. Both V and w are power series, V = V₀ + V₁r + … and w = w₀ + w₁r + …. The radial equation u'' = 2(−Z/r + V − e)u then reads

r w'' + 2w' = 2(−Z + rV − er) w,

and its first three powers of r give

2w₁ = −2Z w₀

6w₂ = 2(−Z w₁ + (V₀ − e) w₀)

12w₃ = 2(−Z w₂ + (V₀ − e) w₁ + V₁ w₀).

Each line fixes one new coefficient from the earlier ones. The first is the cusp condition w₁ = −Z w₀. If Z = 0, then w₁ = 0 and w₃ = V₁w₀/6, so the first odd coefficient that can survive comes from an odd term in V.

## The claim for every angular momentum

For angular momentum l = 0, 1, 2, …, write u = r^(l+1) w and let w solve

r w'' + 2(l+1) w' = 2(−Z + rV − er) w.

Then:

- w₁ = −Z w₀/(l+1).
- Any solution for the same l, Z, V and e with the same w₀ equals w.
- If w is not zero, it is even exactly when Z = 0 and V is even.

"Even" means that all odd coefficients vanish. The series are formal: they are sequences of coefficients, and no convergence is assumed.

In the PAW method, all-electron partial waves are usually constructed from solutions of a radial equation. For a non-relativistic equation with a point nucleus and a local spherical potential that has a power series at r = 0, the first statement gives the cusp, and the recursion derived below gives the starting coefficients for outward integration once w₀ is chosen.

## From the radial equation to a recursion

Multiplied by r², the radial equation is

r² u'' = l(l+1) u + 2r S u, with S = −Z + rV − er.

Differentiating u = r^(l+1) w twice gives

r² u'' = r^(l+1) (l(l+1) w + 2(l+1) r w' + r² w'').

The centrifugal terms cancel, and division by r^(l+2) leaves the equation for w.

Now compare the coefficients of rⁿ. The term r w'' contributes (n+1)n wₙ₊₁, and 2(l+1)w' contributes 2(l+1)(n+1) wₙ₊₁. Together,

(n+1)(n+2l+2) wₙ₊₁ = 2 Σᵢ₌₀ⁿ Sₙ₋ᵢ wᵢ.

The prefactor is positive for every n ≥ 0, so w₀ determines w₁, then w₂, and so on. This gives uniqueness, and also a solution for every choice of w₀. At n = 0 we have S₀ = −Z, hence 2(l+1)w₁ = −2Z w₀, which is the cusp condition.

## Reflection and the parity of w

Let v(r) = w(−r), so that v'(r) = −w'(−r) and v''(r) = w''(−r). Replacing r by −r in the equation for w and changing the overall sign gives

r v'' + 2(l+1) v' = 2(Z + rV(−r) − er) v.

Thus v is a partial wave for charge −Z and potential V(−r), at the same energy.

If Z = 0 and V is even, v solves the same equation as w. Since v₀ = w₀, uniqueness gives v = w, so w is even.

Conversely, let w be even and nonzero. Then w = v solves both equations. Subtracting them gives 2(S − T)w = 0, where T = Z + rV(−r) − er. A product of two nonzero power series is nonzero, because its lowest nonzero coefficient is the product of their lowest nonzero coefficients. Hence S = T. The constant terms give −Z = Z, so Z = 0, and cancelling r from the rest gives V(r) = V(−r).

This converse needs w ≠ 0: the zero series is even and solves the equation even for Z = 1. In the other direction, evenness of V matters: for l = 0, Z = 0, e = 0, V = r and w₀ = 1, the third line at the start gives w₃ = 1/6.

A limiting case can be written in closed form. For V = 0 and e = −Z²/(2(l+1)²), the solution is w = w₀ exp(−Zr/(l+1)), whose slope at the nucleus is the cusp value. As Z → 0 it becomes the constant w₀, which is even.

## The equation as an identity of power series

The Lean development works with `ℝ⟦X⟧`, the formal power series with real coefficients, where `X` stands for r.

```lean
import Mathlib

open PowerSeries

namespace PAWPartialWaveSeries

noncomputable section
```

The series S is the potential minus the energy, multiplied by r. This removes the Coulomb singularity. `C` turns a real number into a constant series.

```lean
/-- The series `-Z + r V - e r`: the radius times the difference between the potential `-Z/r + V`
and the energy `e`. -/
def scaledPotential (Z e : ℝ) (V : ℝ⟦X⟧) : ℝ⟦X⟧ := -C Z + X * V - C e * X
```

The predicate `IsPartialWave` is the equation for w, with `d⁄dX ℝ` as the formal derivative. The angular momentum `l` is a natural number, while `Z` and `e` are arbitrary reals. Negative charges are therefore allowed, as reflection requires.

```lean
/-- The reduced radial equation `r w'' + 2(l+1) w' = 2(-Z + r V - e r) w`. -/
def IsPartialWave (l : ℕ) (Z e : ℝ) (V w : ℝ⟦X⟧) : Prop :=
  X * d⁄dX ℝ (d⁄dX ℝ w) + 2 * ((l : ℝ⟦X⟧) + 1) * d⁄dX ℝ w = 2 * scaledPotential Z e V * w
```

No normalisation, matching radius or condition at large r enters, so `e` need not be an eigenvalue. The form u = r^(l+1) w selects the solution regular at the nucleus. Relativistic terms and non-local potentials are not covered. In the Lean comments, "partial wave" means the series w, and its "value at the nucleus" is w₀. The physical radial function u/r = r^l w vanishes at r = 0 when l > 0.

```lean
/-- A series in the radius is even if all its odd coefficients vanish. -/
def IsEven (f : ℝ⟦X⟧) : Prop := ∀ n, Odd n → coeff n f = 0
```

Here `coeff n f` is the coefficient of rⁿ in f. Evenness refers to w, not to u, which carries the extra factor r^(l+1).

The next theorem ties the predicate to the radial Schrödinger equation for u, in both directions.

```lean
/-- The radial function `u = r^(l+1) w` solves the radial Schrödinger equation, multiplied by `r²`,
exactly when `w` solves the reduced equation. -/
theorem radial_equation_iff (l : ℕ) (Z e : ℝ) (V w : ℝ⟦X⟧) :
    X ^ 2 * d⁄dX ℝ (d⁄dX ℝ (X ^ (l + 1) * w)) =
      (l : ℝ⟦X⟧) * ((l : ℝ⟦X⟧) + 1) * (X ^ (l + 1) * w)
        + 2 * X * scaledPotential Z e V * (X ^ (l + 1) * w) ↔
    IsPartialWave l Z e V w := by
  have hX : ∀ g : ℝ⟦X⟧, d⁄dX ℝ (X * g) = g + X * d⁄dX ℝ g := by
    intro g
    rw [Derivation.leibniz, derivative_X]
    simp only [smul_eq_mul]
    ring
  -- the action of r d/dr on r^(l+1) g
  have euler : ∀ g : ℝ⟦X⟧, X * d⁄dX ℝ (X ^ (l + 1) * g) =
      X ^ (l + 1) * (((l : ℝ⟦X⟧) + 1) * g + X * d⁄dX ℝ g) := by
    intro g
    rw [Derivation.leibniz, Derivation.leibniz_pow, derivative_X]
    simp only [smul_eq_mul, nsmul_eq_mul, Nat.add_sub_cancel]
    push_cast
    ring
  have hl : d⁄dX ℝ (((l : ℝ⟦X⟧) + 1) * w) = ((l : ℝ⟦X⟧) + 1) * d⁄dX ℝ w := by
    rw [Derivation.leibniz, map_add, Derivation.map_natCast, Derivation.map_one_eq_zero]
    simp only [smul_eq_mul]
    ring
  have e1 := euler w
  have e2 := euler (((l : ℝ⟦X⟧) + 1) * w + X * d⁄dX ℝ w)
  rw [← e1, hX, map_add, hl, hX] at e2
  unfold IsPartialWave
  constructor
  · intro h
    apply mul_left_cancel₀ (pow_ne_zero (l + 2) (X_ne_zero (R := ℝ)))
    linear_combination h - e2 + e1
  · intro h
    linear_combination e2 - e1 + X ^ (l + 2) * h
```

The proof organises the two derivatives through the operator r d/dr. The step `euler` computes its action on r^(l+1) g, and using it twice gives r²u'' + ru', from which ru' is subtracted. One direction then cancels r^(l+2), and the other multiplies by it.

## Coefficients outward from the nucleus

The recursion is equivalent to the differential equation, since two series are equal exactly when all their coefficients are.

```lean
/-- The reduced equation is equivalent to a recursion for the coefficients of `w`. -/
theorem isPartialWave_iff_coeff (l : ℕ) (Z e : ℝ) (V w : ℝ⟦X⟧) :
    IsPartialWave l Z e V w ↔ ∀ n : ℕ,
      ((n : ℝ) + 1) * (n + 2 * l + 2) * coeff (n + 1) w =
        2 * coeff n (scaledPotential Z e V * w) := by
  have hc : 2 * ((l : ℝ⟦X⟧) + 1) = C (2 * ((l : ℝ) + 1)) := by
    simp only [map_mul, map_add, map_natCast, map_one, map_ofNat]
  have h2 : 2 * scaledPotential Z e V * w = C (2 : ℝ) * (scaledPotential Z e V * w) := by
    simp only [map_ofNat]
    ring
  rw [IsPartialWave, PowerSeries.ext_iff]
  refine forall_congr' fun n => ?_
  have hL : coeff n (X * d⁄dX ℝ (d⁄dX ℝ w) + 2 * ((l : ℝ⟦X⟧) + 1) * d⁄dX ℝ w) =
      ((n : ℝ) + 1) * (n + 2 * l + 2) * coeff (n + 1) w := by
    rw [hc, map_add, coeff_C_mul, coeff_derivative]
    cases n with
    | zero =>
      rw [coeff_zero_X_mul]
      push_cast
      ring
    | succ m =>
      rw [coeff_succ_X_mul, coeff_derivative, coeff_derivative]
      push_cast
      ring
  rw [hL, h2, coeff_C_mul]
```

The step `hL` computes the coefficient of the left-hand side. It treats n = 0 separately, because r w'' has no constant term.

Uniqueness is a strong induction. In the Lean statements, `w'` is a second series, not a derivative. If two solutions agree up to index m, the right-hand sides of their recursions agree at m, and cancelling the positive prefactor gives equality at m + 1.

```lean
/-- Two partial waves for the same angular momentum, potential and energy with the same `w_0` are
equal. -/
theorem partialWave_unique {l : ℕ} {Z e : ℝ} {V w w' : ℝ⟦X⟧} (h : IsPartialWave l Z e V w)
    (h' : IsPartialWave l Z e V w') (h0 : coeff 0 w = coeff 0 w') : w = w' := by
  ext n
  induction n using Nat.strong_induction_on with
  | _ n ih =>
    cases n with
    | zero => exact h0
    | succ m =>
      have hs : coeff m (scaledPotential Z e V * w) = coeff m (scaledPotential Z e V * w') := by
        rw [coeff_mul, coeff_mul]
        refine Finset.sum_congr rfl fun p hp => ?_
        have hp' := Finset.HasAntidiagonal.mem_antidiagonal.mp hp
        rw [ih p.2 (by omega)]
      have hpos : ((m : ℝ) + 1) * (m + 2 * l + 2) ≠ 0 := by positivity
      apply mul_left_cancel₀ hpos
      rw [(isPartialWave_iff_coeff l Z e V w).1 h m,
        (isPartialWave_iff_coeff l Z e V w').1 h' m, hs]
```

For existence, the recursion is solved for the next coefficient and used as a definition.

```lean
/-- Coefficients generated outward from the value `c` at the nucleus, for a scaled
potential `S`. -/
def waveCoeff (l : ℕ) (S : ℝ⟦X⟧) (c : ℝ) : ℕ → ℝ
  | 0 => c
  | n + 1 => 2 * (∑ i : Fin (n + 1), coeff (n - i.1) S * waveCoeff l S c i.1) /
      (((n : ℝ) + 1) * (n + 2 * l + 2))
termination_by n => n
decreasing_by exact i.isLt
```

The theorem below checks that the resulting series satisfies the recursion and starts with the prescribed value `c`. A partial wave therefore exists for every potential, energy and starting value, and taking `c` nonzero gives a nonzero one.

```lean
/-- For every potential, energy and value `c` at the nucleus there is a partial wave. -/
theorem exists_partialWave (l : ℕ) (Z e c : ℝ) (V : ℝ⟦X⟧) :
    ∃ w, IsPartialWave l Z e V w ∧ coeff 0 w = c := by
  set S := scaledPotential Z e V with hS
  refine ⟨PowerSeries.mk (waveCoeff l S c),
    (isPartialWave_iff_coeff l Z e V _).2 fun n => ?_, ?_⟩
  · have hs : coeff n (S * PowerSeries.mk (waveCoeff l S c)) =
        ∑ i : Fin (n + 1), coeff (n - i.1) S * waveCoeff l S c i.1 := by
      rw [mul_comm, coeff_mul, Finset.Nat.sum_antidiagonal_eq_sum_range_succ
        (fun i j => coeff i (PowerSeries.mk (waveCoeff l S c)) * coeff j S), Finset.sum_range]
      refine Finset.sum_congr rfl fun i _ => ?_
      simp only [coeff_mk]
      ring
    have hpos : ((n : ℝ) + 1) * (n + 2 * l + 2) ≠ 0 := by positivity
    rw [← hS, hs, coeff_mk, waveCoeff, mul_div_assoc', mul_div_cancel_left₀ _ hpos]
  · rw [coeff_mk, waveCoeff]
```

## Reflection and recovery of the potential

The map `rescale (-1 : ℝ)` multiplies the coefficient of rⁿ by (−1)ⁿ, which is the substitution r → −r.

```lean
/-- Reflection `r → -r` turns a partial wave for `(Z, V(r))` into one for `(-Z, V(-r))`. -/
theorem partialWave_reflect {l : ℕ} {Z e : ℝ} {V w : ℝ⟦X⟧} (h : IsPartialWave l Z e V w) :
    IsPartialWave l (-Z) e (rescale (-1 : ℝ) V) (rescale (-1 : ℝ) w) := by
  have hD : ∀ f : ℝ⟦X⟧, d⁄dX ℝ (rescale (-1 : ℝ) f) = -rescale (-1 : ℝ) (d⁄dX ℝ f) := by
    intro f
    ext n
    rw [map_neg, coeff_derivative, coeff_rescale, coeff_rescale, coeff_derivative]
    ring
  have hC : ∀ a : ℝ, rescale (-1 : ℝ) (C a) = C a := by
    intro a
    ext n
    rw [coeff_rescale, coeff_C]
    split_ifs with hn <;> simp [hn]
  have h' := congrArg (fun f => rescale (-1 : ℝ) f) h
  simp only [scaledPotential, map_add, map_sub, map_mul, map_neg, map_natCast, map_one,
    map_ofNat, hC, rescale_neg_one_X] at h'
  simp only [IsPartialWave, scaledPotential, hD, map_neg]
  linear_combination -h'
```

The step `hD` is the sign change of the first derivative under reflection. The proof applies the reflection to the whole equation, and the final `linear_combination` supplies the overall sign.

The next theorem reads the equation backwards, from the wave to the potential. It recovers Z and the difference V − e; adding the same constant to V and e leaves the equation unchanged, so V and e are not determined separately.

```lean
/-- For given `l`, a nonzero partial wave determines the nuclear charge and the regular potential
minus the energy. -/
theorem potential_unique {l : ℕ} {Z Z' e e' : ℝ} {V V' w : ℝ⟦X⟧} (hw : w ≠ 0)
    (h : IsPartialWave l Z e V w) (h' : IsPartialWave l Z' e' V' w) :
    Z = Z' ∧ V - C e = V' - C e' := by
  have h2 : (2 : ℝ⟦X⟧) ≠ 0 := by
    intro h0
    have h3 : (C (2 : ℝ) : ℝ⟦X⟧) = 0 := by
      simp only [map_ofNat]
      exact h0
    have h1 := congrArg (fun f : ℝ⟦X⟧ => constantCoeff f) h3
    simp only [constantCoeff_C, map_zero] at h1
    exact two_ne_zero h1
  -- cancel the wave: formal power series have no zero divisors
  have hS : scaledPotential Z e V = scaledPotential Z' e' V' :=
    mul_left_cancel₀ h2 (mul_right_cancel₀ hw (h.symm.trans h'))
  have hZ : Z = Z' := by
    have h1 := congrArg (fun f : ℝ⟦X⟧ => constantCoeff f) hS
    simpa [scaledPotential] using h1
  refine ⟨hZ, ?_⟩
  subst hZ
  unfold scaledPotential at hS
  apply mul_left_cancel₀ (X_ne_zero (R := ℝ))
  linear_combination hS
```

The two equations have the same left-hand side, so `hS` follows by cancelling w and then 2. The constant coefficient yields the charge, and cancelling `X` yields V − e.

Evenness is then translated into invariance under reflection. An odd coefficient that equals its own negative must vanish.

```lean
/-- A series is even exactly when it is unchanged by `r → -r`. -/
theorem isEven_iff_reflect (f : ℝ⟦X⟧) : IsEven f ↔ rescale (-1 : ℝ) f = f := by
  constructor
  · intro h
    ext n
    rw [coeff_rescale]
    rcases Nat.even_or_odd n with hn | hn
    · rw [hn.neg_one_pow, one_mul]
    · rw [h n hn, mul_zero]
  · intro h n hn
    have h1 := congrArg (fun g => coeff n g) h
    simp only [coeff_rescale, hn.neg_one_pow] at h1
    linarith
```

## Cusp, uniqueness and parity together

The final theorem takes one partial wave `w` and states all three claims about it. Only the parity equivalence requires `w ≠ 0`.

```lean
/-- A partial wave has `w_1 = -Z w_0/(l+1)` and, for given `l`, `Z`, `V` and `e`, is fixed by `w_0`;
if nonzero, it is even exactly when `Z = 0` and the regular potential is even. -/
theorem partialWave_structure {l : ℕ} {Z e : ℝ} {V w : ℝ⟦X⟧} (h : IsPartialWave l Z e V w) :
    coeff 1 w = -Z * coeff 0 w / (l + 1) ∧
    (∀ w', IsPartialWave l Z e V w' → coeff 0 w' = coeff 0 w → w' = w) ∧
    (w ≠ 0 → (IsEven w ↔ Z = 0 ∧ IsEven V)) := by
  refine ⟨?_, fun w' h' h0 => partialWave_unique h' h h0, fun hw => ⟨fun he => ?_, ?_⟩⟩
  · have h1 := (isPartialWave_iff_coeff l Z e V w).1 h 0
    have hs : coeff 0 (scaledPotential Z e V * w) = -Z * coeff 0 w := by
      simp [scaledPotential]
    rw [hs] at h1
    simp only [Nat.cast_zero, zero_add] at h1
    have hl : (l : ℝ) + 1 ≠ 0 := by positivity
    rw [eq_div_iff hl]
    linear_combination h1 / 2
  · -- an even wave solves both the original and the reflected equation
    have hr := partialWave_reflect h
    rw [(isEven_iff_reflect w).1 he] at hr
    obtain ⟨hZ, hV⟩ := potential_unique hw h hr
    exact ⟨by linarith, (isEven_iff_reflect V).2 (sub_left_inj.mp hV).symm⟩
  · rintro ⟨hZ, hV⟩
    -- the reflected wave solves the same equation with the same value at the nucleus
    have hr := partialWave_reflect h
    rw [(isEven_iff_reflect V).1 hV, hZ, neg_zero] at hr
    rw [hZ] at h
    refine (isEven_iff_reflect w).2 (partialWave_unique hr h ?_)
    rw [coeff_rescale, pow_zero, one_mul]

end

end PAWPartialWaveSeries
```

The first part is the recursion at n = 0, and the second is `partialWave_unique`. For the third, an even w satisfies the original and the reflected equation, so `potential_unique` gives Z = −Z and V(−r) = V(r), the common energy dropping out. In the opposite direction, the reflected wave solves the original equation with the same coefficient at index 0, and uniqueness identifies it with w.

```lean
#print axioms PAWPartialWaveSeries.radial_equation_iff
-- 'PAWPartialWaveSeries.radial_equation_iff' depends on axioms: [propext, Classical.choice, Quot.sound]
#print axioms PAWPartialWaveSeries.partialWave_unique
-- 'PAWPartialWaveSeries.partialWave_unique' depends on axioms: [propext, Classical.choice, Quot.sound]
#print axioms PAWPartialWaveSeries.exists_partialWave
-- 'PAWPartialWaveSeries.exists_partialWave' depends on axioms: [propext, Classical.choice, Quot.sound]
#print axioms PAWPartialWaveSeries.partialWave_structure
-- 'PAWPartialWaveSeries.partialWave_structure' depends on axioms: [propext, Classical.choice, Quot.sound]
```
